# Arctangent formula for the steady occupation of a non-interacting level with constant couplings to zero-temperature leads

A biased level has no single chemical potential. Suppose we fill its broadened density of states up to the mean of the two leads' chemical potentials. A level lying at that mean then comes out half full, however unequal its couplings are. Let two zero-temperature leads contribute 3 and 1 to the level's full width at half maximum, and let their chemical potentials differ by 4, all in one energy unit, with the stronger coupling to the lead at the higher chemical potential. The steady occupation of such a level is in fact $5/8$.

The correct value weights each lead by its coupling. Let the level have energy $e$, and let lead $a$ have coupling $g_a$ and chemical potential $\mu_a$. The couplings add up to the full width at half maximum, $\Gamma=\sum_a g_a>0$, and the zero-temperature occupation is

$$n=\frac12+\sum_a\frac{g_a}{\pi\Gamma}\arctan\frac{2(\mu_a-e)}{\Gamma}.$$

For this one non-interacting level, the formula gives a closed value to compare with a numerical energy integral of the lesser Green function. Units have $\hbar=1$, and $e$ is an energy, not the electron charge.

## The level, its leads and the Keldysh equation

```lean
import Mathlib

open MeasureTheory Filter
open scoped Topology ComplexConjugate Real

namespace KeldyshLevel

noncomputable section

variable {ι : Type*} [Fintype ι]
```

The type `ι` labels the leads, and `[Fintype ι]` says that there are finitely many. A function `g : ι → ℝ` therefore assigns a real coupling to every lead.

```lean
/-- The total width of the level: the sum of its couplings to all leads. -/
def width (g : ι → ℝ) : ℝ := ∑ a, g a
```

This is $\Gamma=\sum_a g_a$, the full width at half maximum of the level. In the code `g` is the whole list of couplings.

```lean
/-- The zero-temperature Fermi function of a lead with chemical potential `m`. -/
def fermi (m E : ℝ) : ℝ := if E < m then 1 else 0
```

The Fermi function is a step: 1 for $E<m$ and 0 otherwise. Its value at $E=m$ does not affect any integral.

```lean
/-- The retarded Green function of a level `e` with total width `Γ > 0`. -/
def retarded (e Γ E : ℝ) : ℂ := 1 / ((E : ℂ) - e + (Γ / 2 : ℝ) * Complex.I)
```

In ordinary notation,

$$G^R(E)=\frac{1}{E-e+i\Gamma/2}.$$

The self-energy $-i\Gamma/2$ is independent of energy and has no real part. This is the wide-band idealisation. The level carries no spin and no interaction.

```lean
/-- The lesser self-energy: `i` times the sum of couplings weighted by lead occupations. -/
def lesserSelfEnergy (g μ : ι → ℝ) (E : ℝ) : ℂ :=
  Complex.I * ((∑ a, g a * fermi (μ a) E : ℝ) : ℂ)
```

With $f_a(E)$ the step function of lead $a$, this reads $\Sigma^<(E)=i\sum_a g_a f_a(E)$. Each lead injects electrons at a rate set by its own coupling and its own filling.

```lean
/-- The lesser Green function from the Keldysh equation, for positive total width;
the advanced function is the conjugate of the retarded one. -/
def lesser (e : ℝ) (g μ : ι → ℝ) (E : ℝ) : ℂ :=
  retarded e (width g) E * lesserSelfEnergy g μ E * conj (retarded e (width g) E)
```

This is the Keldysh equation $G^<=G^R\Sigma^<G^A$, where the advanced function $G^A$ is the complex conjugate of $G^R$; `conj` denotes that conjugate.

```lean
/-- The steady occupation: the energy integral of the lesser function over `2πi`,
for positive total width. -/
def occupation (e : ℝ) (g μ : ι → ℝ) : ℂ :=
  1 / (2 * (π : ℂ) * Complex.I) * ∫ E : ℝ, lesser e g μ E
```

The occupation is

$$n=\int\frac{dE}{2\pi i}\,G^<(E),$$

in the sign convention where the equal-time lesser function is $i$ times the occupation. Its type is `ℂ`, so its being real has to be proved. That the level, evolving under the model's full Hamiltonian with the leads, settles at long times into the state described by this integral is not proved here. It is built into the definition.

```lean
/-- The density of filled states at energy `E`, for positive total width. -/
def filledDensity (e : ℝ) (g μ : ι → ℝ) (E : ℝ) : ℝ :=
  (∑ a, g a * fermi (μ a) E) / (2 * π * ((E - e) ^ 2 + width g ^ 2 / 4))
```

This real function is the candidate for the density of filled states:

$$\rho(E)=\frac{\sum_a g_a f_a(E)}{2\pi\left[(E-e)^2+\Gamma^2/4\right]}.$$

## From the complex integral to filled states

```lean
/-- For positive width, the squared modulus of the retarded function is the inverse of
`(E - e)² + Γ²/4`. -/
theorem retarded_mul_conj {e Γ : ℝ} (hΓ : 0 < Γ) (E : ℝ) :
    retarded e Γ E * conj (retarded e Γ E) * (((E - e) ^ 2 + Γ ^ 2 / 4 : ℝ) : ℂ) = 1 := by
  have hD : Complex.normSq ((E : ℂ) - e + (Γ / 2 : ℝ) * Complex.I)
      = (E - e) ^ 2 + Γ ^ 2 / 4 := by
    simp [Complex.normSq_apply]
    ring
  have h0 : (E - e) ^ 2 + Γ ^ 2 / 4 ≠ 0 := by positivity
  unfold retarded
  rw [Complex.mul_conj, map_div₀, map_one, hD, ← Complex.ofReal_mul, one_div,
    inv_mul_cancel₀ h0, Complex.ofReal_one]
```

The statement is $|G^R|^2\,[(E-e)^2+\Gamma^2/4]=1$ for $\Gamma>0$. By hand, the denominator of $G^R$ has real part $E-e$ and imaginary part $\Gamma/2$, so

$$G^R(G^R)^*=\frac{1}{(E-e)^2+\Gamma^2/4}.$$

In Lean, `hD` computes this squared modulus and `h0` records that it is nonzero. The final `rw` substitutes both and cancels. An expression such as `(x : ℝ) : ℂ` is a real number regarded as a complex one.

```lean
/-- For positive total width, the Keldysh occupation is the energy integral of the real
density of filled states. -/
theorem occupation_eq_integral {e : ℝ} {g μ : ι → ℝ} (hg : 0 < width g) :
    occupation e g μ = ((∫ E : ℝ, filledDensity e g μ E : ℝ) : ℂ) := by
  have h : ∀ E : ℝ, lesser e g μ E
      = ((2 * π * filledDensity e g μ E : ℝ) : ℂ) * Complex.I := by
    intro E
    have k := retarded_mul_conj (e := e) hg E
    have h0 : (E - e) ^ 2 + width g ^ 2 / 4 ≠ 0 := by positivity
    unfold lesser lesserSelfEnergy filledDensity
    generalize (E - e) ^ 2 + width g ^ 2 / 4 = D at k h0 ⊢
    generalize (∑ a, g a * fermi (μ a) E) = S
    have hS : 2 * π * (S / (2 * π * D)) * D = S := by
      have := Real.pi_ne_zero
      field_simp
    have hS' := congrArg (fun x : ℝ => (x : ℂ)) hS
    simp only [Complex.ofReal_mul _ D] at hS'
    -- replace the weight by (density) * D and use |G|² D = 1
    rw [← hS']
    linear_combination (((2 * π * (S / (2 * π * D)) : ℝ) : ℂ) * Complex.I) * k
  unfold occupation
  simp_rw [h]
  rw [integral_mul_const, integral_complex_ofReal, integral_const_mul]
  generalize (∫ E : ℝ, filledDensity e g μ E) = N
  have hpi : (π : ℂ) ≠ 0 := Complex.ofReal_ne_zero.2 Real.pi_ne_zero
  have hI := Complex.I_ne_zero
  push_cast
  field_simp
```

The hypothesis `0 < width g` means physically that the level can exchange electrons with the leads, so that they can determine its steady filling. The theorem says $n=\int\rho(E)\,dE$, and hence that $n$ is real. By hand, the previous result gives

$$G^<=i\,|G^R|^2\sum_a g_af_a=2\pi i\,\rho(E),$$

and division by $2\pi i$ after integration leaves $\int\rho\,dE$.

The local statement `h` is this identity at each energy. The tactic `generalize` gives long expressions short names, and `linear_combination` multiplies the identity for $|G^R|^2$ by the right factor to close the goal. The remaining lines take the constants out of the integral and cancel $2\pi i$.

## Integrating the Lorentzian up to a chemical potential

```lean
/-- For positive width, the Lorentzian of the level is a rescaled standard Lorentzian. -/
theorem lorentzian_scaled {Γ : ℝ} (hΓ : 0 < Γ) (e E : ℝ) :
    4 / Γ ^ 2 * (1 + (2 * (E - e) / Γ) ^ 2)⁻¹ = 1 / ((E - e) ^ 2 + Γ ^ 2 / 4) := by
  have h0 : (E - e) ^ 2 + Γ ^ 2 / 4 ≠ 0 := by positivity
  have h1 : 1 + (2 * (E - e) / Γ) ^ 2 = 4 / Γ ^ 2 * ((E - e) ^ 2 + Γ ^ 2 / 4) := by
    field_simp
    ring
  rw [h1]
  generalize (E - e) ^ 2 + Γ ^ 2 / 4 = D at h0 ⊢
  field_simp
```

Put $u=2(E-e)/\Gamma$. Then $1+u^2=\frac{4}{\Gamma^2}\left[(E-e)^2+\Gamma^2/4\right]$, and so

$$\frac{4}{\Gamma^2}\,\frac{1}{1+u^2}=\frac{1}{(E-e)^2+\Gamma^2/4}.$$

The line `h1` is the first of these equations. `field_simp` clears denominators and `ring` checks the algebra.

```lean
/-- For positive width, the Lorentzian of the level is integrable over all energies. -/
theorem integrable_lorentzian {Γ : ℝ} (hΓ : 0 < Γ) (e : ℝ) :
    Integrable (fun E : ℝ => 1 / ((E - e) ^ 2 + Γ ^ 2 / 4)) := by
  have hc : 2 / Γ ≠ 0 := by positivity
  have h := ((integrable_inv_one_add_sq.comp_mul_left' hc).comp_sub_right e).const_mul
    (4 / Γ ^ 2)
  refine h.congr (Eventually.of_forall fun E => ?_)
  change 4 / Γ ^ 2 * (1 + (2 / Γ * (E - e)) ^ 2)⁻¹ = 1 / ((E - e) ^ 2 + Γ ^ 2 / 4)
  rw [← lorentzian_scaled hΓ, show 2 / Γ * (E - e) = 2 * (E - e) / Γ by ring]
```

`Integrable` says that the Lorentzian has a finite integral over all energies. By hand, it is bounded and falls off as $1/E^2$. Lean starts from the known integrability of $1/(1+x^2)$, then rescales the variable, shifts it by $e$ and multiplies by $4/\Gamma^2$.

```lean
/-- For positive width, the Lorentzian filled up to the chemical potential `m` integrates to `2/Γ`
times the sum of an arctangent and `π/2`. -/
theorem integral_filled {Γ : ℝ} (hΓ : 0 < Γ) (e m : ℝ) :
    ∫ E in Set.Iio m, 1 / ((E - e) ^ 2 + Γ ^ 2 / 4)
      = 2 / Γ * (Real.arctan (2 * (m - e) / Γ) + π / 2) := by
  have hd : ∀ x ∈ Set.Iic m, HasDerivAt (fun E : ℝ => 2 / Γ * Real.arctan (2 * (E - e) / Γ))
      (1 / ((x - e) ^ 2 + Γ ^ 2 / 4)) x := by
    intro x _
    have h1 : HasDerivAt (fun E : ℝ => 2 * (E - e) / Γ) (2 / Γ) x :=
      ((((hasDerivAt_id' x).sub_const e).const_mul 2).div_const Γ).congr_deriv (by ring)
    refine (h1.arctan.const_mul (2 / Γ)).congr_deriv ?_
    rw [← lorentzian_scaled hΓ]
    ring
  -- the antiderivative far below the level
  have hb : Tendsto (fun E : ℝ => 2 * (E - e) / Γ) atBot atBot := by
    refine tendsto_atBot.2 fun b => ?_
    filter_upwards [eventually_le_atBot (b * Γ / 2 + e)] with E hE
    rw [div_le_iff₀ hΓ]
    linarith
  have hl := ((Real.tendsto_arctan_atBot.mono_right nhdsWithin_le_nhds).comp hb).const_mul
    (2 / Γ)
  rw [← integral_Iic_eq_integral_Iio,
    integral_Iic_of_hasDerivAt_of_tendsto' hd (integrable_lorentzian hΓ e).integrableOn hl]
  ring
```

`Set.Iio m` is the half-line $E<m$. The function $F(E)=\frac{2}{\Gamma}\arctan\frac{2(E-e)}{\Gamma}$ has derivative

$$F'(E)=\frac{2}{\Gamma}\cdot\frac{2}{\Gamma}\cdot\frac{1}{1+u^2}=\frac{1}{(E-e)^2+\Gamma^2/4},$$

and $F(E)\to-\pi/\Gamma$ as $E\to-\infty$. Therefore

$$\int_{-\infty}^{m}\frac{dE}{(E-e)^2+\Gamma^2/4}=F(m)+\frac{\pi}{\Gamma}=\frac{2}{\Gamma}\left[\arctan\frac{2(m-e)}{\Gamma}+\frac{\pi}{2}\right].$$

In the proof, `hd` is the derivative, `hb` says that the argument of the arctangent tends to $-\infty$, and `hl` is the resulting limit of $F$. The last `rw` applies the fundamental theorem of calculus on a half-line.

## Adding the leads

```lean
/-- Steady occupation of a level coupled to any finite number of zero-temperature leads,
with positive total width: one half plus an arctangent for each lead, weighted by its
coupling over `π` times the width. -/
theorem steady_occupation {e : ℝ} {g μ : ι → ℝ} (hg : 0 < width g) :
    occupation e g μ = ((1 / 2 + ∑ a, g a / (π * width g) *
      Real.arctan (2 * (μ a - e) / width g) : ℝ) : ℂ) := by
  rw [occupation_eq_integral hg]
  congr 1
  have h : ∀ E, filledDensity e g μ E = ∑ a, g a / (2 * π) *
      (Set.Iio (μ a)).indicator (fun E => 1 / ((E - e) ^ 2 + width g ^ 2 / 4)) E := by
    intro E
    unfold filledDensity
    rw [Finset.sum_div]
    refine Finset.sum_congr rfl fun a _ => ?_
    by_cases hE : E < μ a
    · rw [fermi, if_pos hE, Set.indicator_of_mem (Set.mem_Iio.2 hE), div_mul_div_comm]
    · simp [fermi, hE]
  simp_rw [h]
  rw [MeasureTheory.integral_finsetSum _ (fun a _ =>
    ((integrable_lorentzian hg e).indicator measurableSet_Iio).const_mul _)]
  -- each lead fills the Lorentzian up to its own chemical potential
  have ht : ∀ a, ∫ E, g a / (2 * π) *
      (Set.Iio (μ a)).indicator (fun E => 1 / ((E - e) ^ 2 + width g ^ 2 / 4)) E
      = g a * (1 / (2 * width g))
        + g a / (π * width g) * Real.arctan (2 * (μ a - e) / width g) := by
    intro a
    rw [integral_const_mul, integral_indicator measurableSet_Iio, integral_filled hg]
    generalize Real.arctan (2 * (μ a - e) / width g) = A
    have := Real.pi_ne_zero
    field_simp
    ring
  have hs : (∑ a, g a) * (1 / (2 * width g)) = 1 / 2 := by
    change width g * (1 / (2 * width g)) = 1 / 2
    field_simp
  rw [Finset.sum_congr rfl fun a _ => ht a, Finset.sum_add_distrib, ← Finset.sum_mul, hs]
```

This is the formula from the opening, for any finite number of leads. Only the total width is required to be positive. Physical couplings are rates, so each should also be non-negative, though the algebra does not use that.

By hand, lead $a$ fills the Lorentzian up to $\mu_a$ with weight $g_a/(2\pi)$ and contributes

$$\frac{g_a}{2\pi}\cdot\frac{2}{\Gamma}\left[\arctan\frac{2(\mu_a-e)}{\Gamma}+\frac{\pi}{2}\right]=\frac{g_a}{2\Gamma}+\frac{g_a}{\pi\Gamma}\arctan\frac{2(\mu_a-e)}{\Gamma}.$$

The first terms add up to $\Gamma/(2\Gamma)=1/2$, and the second terms are the sum in the theorem.

Lean follows the same order. `h` writes $\rho$ as a sum over leads, with an `indicator` function that vanishes above $\mu_a$. The integral is then exchanged with the finite sum, which uses the integrability shown earlier. `ht` is the contribution of one lead, and `hs` is the sum that gives one half.

## Two leads, and a bias centred on the level

```lean
/-- Two leads with positive couplings: the integral of the filled density of states is one
half plus the two weighted arctangents. -/
theorem two_lead_integral {gL gR : ℝ} (hL : 0 < gL) (hR : 0 < gR) (e μL μR : ℝ) :
    ∫ E : ℝ, (gL * fermi μL E + gR * fermi μR E)
        / (2 * π * ((E - e) ^ 2 + (gL + gR) ^ 2 / 4))
      = 1 / 2 + (gL / (π * (gL + gR)) * Real.arctan (2 * (μL - e) / (gL + gR))
        + gR / (π * (gL + gR)) * Real.arctan (2 * (μR - e) / (gL + gR))) := by
  have hg : 0 < width ![gL, gR] := by
    simp only [width, Fin.sum_univ_two, Matrix.cons_val_zero, Matrix.cons_val_one]
    positivity
  have h := (occupation_eq_integral hg).symm.trans
    (steady_occupation (e := e) (μ := ![μL, μR]) hg)
  have h' := Complex.ofReal_injective h
  simpa only [filledDensity, width, Fin.sum_univ_two, Matrix.cons_val_zero,
    Matrix.cons_val_one] using h'
```

For $g_L,g_R>0$ and $\Gamma=g_L+g_R$, this is the explicit integral

$$\int\frac{g_Lf_L(E)+g_Rf_R(E)}{2\pi[(E-e)^2+\Gamma^2/4]}\,dE=\frac12+\sum_{a=L,R}\frac{g_a}{\pi\Gamma}\arctan\frac{2(\mu_a-e)}{\Gamma}.$$

By hand, set the number of leads to two in the general result. In Lean, `![gL, gR]` is the list of two couplings. The proof equates the two expressions already found for the occupation, one an integral and the other a sum of arctangents. `Complex.ofReal_injective` turns that complex equation into a real one, and `simpa` writes out the two-term sums.

```lean
/-- For positive couplings and a bias `V` placed symmetrically about the level, the occupation
deviates from one half in proportion to the difference of the couplings over their sum, times the
arctangent of the bias over that sum. -/
theorem symmetric_bias {gL gR : ℝ} (hL : 0 < gL) (hR : 0 < gR) (e V : ℝ) :
    occupation e ![gL, gR] ![e + V / 2, e - V / 2]
      = ((1 / 2 + (gL - gR) / (π * (gL + gR)) * Real.arctan (V / (gL + gR)) : ℝ) : ℂ) := by
  have hg : 0 < width ![gL, gR] := by
    simp only [width, Fin.sum_univ_two, Matrix.cons_val_zero, Matrix.cons_val_one]
    positivity
  rw [steady_occupation hg]
  congr 1
  simp only [width, Fin.sum_univ_two, Matrix.cons_val_zero, Matrix.cons_val_one]
  rw [show 2 * (e + V / 2 - e) / (gL + gR) = V / (gL + gR) by ring,
    show 2 * (e - V / 2 - e) / (gL + gR) = -(V / (gL + gR)) by ring, Real.arctan_neg]
  ring

end

end KeldyshLevel
```

Here $\mu_L=e+V/2$ and $\mu_R=e-V/2$, so $V$ is a difference of chemical potentials, measured as an energy. The arguments of the two arctangents are $V/\Gamma$ and $-V/\Gamma$. Since the arctangent is odd,

$$n=\frac12+\frac{g_L-g_R}{\pi\Gamma}\arctan\frac{V}{\Gamma}.$$

The two `show … by ring` steps simplify the arguments, `Real.arctan_neg` supplies the oddness, and the final `ring` collects the terms. Equal couplings leave the level half full at every such bias. Unequal couplings pull the occupation towards the filling favoured by the more strongly coupled lead.

## Couplings 3 and 1 with a bias of 4

Take $g_L=3$, $g_R=1$, $e=0$, $\mu_L=2$ and $\mu_R=-2$, so that $\Gamma=4$ and $V=4$. The arctangents are $\arctan(1)=\pi/4$ and $\arctan(-1)=-\pi/4$. The arctangent term of the left lead is $\frac{3}{4\pi}\cdot\frac{\pi}{4}=\frac{3}{16}$ and that of the right lead is $-\frac{1}{4\pi}\cdot\frac{\pi}{4}=-\frac{1}{16}$. Hence

$$n=\frac12+\frac{3}{16}-\frac{1}{16}=\frac58.$$

The symmetric-bias formula gives the same value: $\frac12+\frac{2}{4\pi}\cdot\frac{\pi}{4}=\frac58$. Filling up to the mean potential, which is 0 here, would have given $\frac12$.

```lean
#print axioms KeldyshLevel.steady_occupation
#print axioms KeldyshLevel.two_lead_integral
#print axioms KeldyshLevel.symmetric_bias
```

```
'KeldyshLevel.steady_occupation' depends on axioms: [propext, Classical.choice, Quot.sound]
'KeldyshLevel.two_lead_integral' depends on axioms: [propext, Classical.choice, Quot.sound]
'KeldyshLevel.symmetric_bias' depends on axioms: [propext, Classical.choice, Quot.sound]
```
